# The linearized quasiparticle energy lies above the lowest root when a finite-pole self-energy has positive residues and all its poles above the bare energy

I compute the phonon-induced shift of an electron at the bottom of an empty conduction band at zero temperature. The electron has bare energy $e$ and can only emit phonons virtually. I keep only empty bands as final states, so on a finite mesh the Fan-Migdal self-energy is a sum of poles,

$$\Sigma(x)=\sum_j \frac{g_j^2}{x-d_j},$$

where $x$ is the energy argument, $j$ labels a final electron state together with a phonon mode, $g_j$ is the magnitude of the coupling, and $d_j$ is the final electron energy plus the phonon energy. No final electron energy lies below the band bottom $e$, and phonon energies are taken strictly positive, so every $d_j$ exceeds $e$. I get three different numbers: the on-shell value $e+\Sigma(e)$, the linearized value $e+Z(e)\Sigma(e)$ with $Z(x)=1/(1-\Sigma'(x))$, and the lowest solution $E$ of $x-e-\Sigma(x)=0$. In my runs the linearized value always sits above $E$, and repeating the linearization walks down to $E$ without ever crossing it. Is that a theorem?

## It holds whenever all poles lie above $e$

For a finite nonempty sum with all $g_j\neq0$ and all $d_j>e$, the lowest root $E$ exists, the three numbers are ordered as

$$e+\Sigma(e)\;<\;E\;<\;e+Z(e)\Sigma(e)\;<\;e,$$

and Newton's method started at $e$ decreases strictly to $E$. The condition $d_j>e$ says that no intermediate state is reachable at energy $e$: the electron is below the emission threshold and has no real decay channel.

### Monotonicity and concavity below the first pole

Write $f(x)=x-e-\Sigma(x)$. Off the poles $\Sigma'(x)=-\sum_j g_j^2/(x-d_j)^2\le 0$, so $f'(x)=1-\Sigma'(x)=1/Z(x)\ge 1$. The Newton map is $N(x)=x-f(x)/f'(x)$, with iterates $x_0=e$, $x_{n+1}=N(x_n)$. Since $f(e)=-\Sigma(e)$, the first iterate is $x_1=e+Z(e)\Sigma(e)$, the linearized energy.

Two inequalities carry everything, and both hold pole by pole. Fix $j$ and put $a=x-d_j$, $b=y-d_j$, $c=g_j^2>0$ for two energies $x,y$.

First, if $x<y<d_j$ then $a<b<0$ and
$$\frac ca-\frac cb=\frac{c\,(b-a)}{ab}>0 .$$
Summing over $j$ gives $\Sigma(y)<\Sigma(x)$: the self-energy decreases strictly below all poles.

Second, if $y<d_j$, $x\ne d_j$ and $x\neq y$, the tangent to the term at $x$, evaluated at $y$, exceeds the term itself:
$$\frac ca-\frac{c}{a^2}(b-a)-\frac cb=\frac{c\,(2ab-a^2-b^2)}{a^2b}=\frac{c\,(a-b)^2}{a^2(-b)}>0 .$$
Summing gives $\Sigma(y)<\Sigma(x)+\Sigma'(x)(y-x)$.

### The lowest root

Every term of $\Sigma(e)$ is negative, so $f(e)=-\Sigma(e)>0$ and $u=e+\Sigma(e)$ lies below $e$. There $f(u)=\Sigma(e)-\Sigma(u)<0$ by monotonicity. The interval $[u,e]$ contains no pole, $f$ is continuous on it, and so $f(E)=0$ for some $E$ with $u<E<e$. A root $y<E$ would be below all poles, giving $y-e=\Sigma(y)>\Sigma(E)=E-e$, that is $y>E$, a contradiction. Hence $E$ is the lowest root.

### One Newton step and the limit

Let $E<x\le e$. Using $E-e=\Sigma(E)$,
$$f(x)=(x-E)+\Sigma(E)-\Sigma(x).$$
Monotonicity gives $\Sigma(E)>\Sigma(x)$, so $f(x)>x-E>0$ and $N(x)<x$. The tangent inequality with $y=E$ gives $\Sigma(E)-\Sigma(x)<-\Sigma'(x)(x-E)$, so $f(x)<f'(x)(x-E)$ and $N(x)>E$. Finally $x$ is at least as far from each pole as $e$ is, so $(x-d_j)^2\ge(e-d_j)^2$ and $f'(x)\le f'(e)=1/Z(e)$. Therefore $f(x)/f'(x)\ge Z(e)(x-E)$ and
$$N(x)-E\le(1-Z(e))\,(x-E).$$
The new point again satisfies $E<N(x)\le e$, so induction yields $0<x_n-E\le(1-Z(e))^n(e-E)$. Because $0<Z(e)\le1$, the right side tends to zero. The case $n=1$ of $E<x_n$, together with $x_1<x_0$, is the upper half of the ordering above.

### What the Lean definitions and theorems say

The label $j$ runs over a finite type `ι`, assumed `Nonempty` from the monotonicity lemma onward; a single pole is allowed. Couplings and poles are functions `g d : ι → ℝ`. A complex matrix element enters through its modulus, mesh weights are absorbed into $g_j^2$, channels with zero coupling are left out of the sum, and the $d_j$ may coincide. `selfEnergy g d` is $\Sigma$. `zFactor`, `newton` and `linearized` are written with `deriv (selfEnergy g d)`, Mathlib's derivative, so the formula for $\Sigma'$ is proved and not built into the definitions. `newtonSeq g d e n` is $x_n$, with index `0` equal to $e$. The set `qpRoots g d e` holds all real solutions of $f(x)=0$, including those above the first pole; it excludes $x=d_j$ explicitly because Lean evaluates a division by zero to zero and a pole could otherwise pass as a root. `IsLeast (qpRoots g d e) E` says that $E$ is a root and is at most every other root.

With `hg : ∀ j, g j ≠ 0` and `hd : ∀ j, e < d j`, `exists_lowest_root` produces such an $E$ with $e+\Sigma(e)<E<e$. The two final theorems take any $E$ with this least-element property. `newtonSeq_decreases_to_lowest_root` states that the sequence is `StrictAnti` (so $x_n<x_m$ for $m<n$), that $E<x_n$ for all $n$, the geometric bound, and convergence to $E$. `lowest_root_bracket` states the chain of three strict inequalities.

The pole form is the starting assumption and is not derived from an electron-phonon Hamiltonian. It is the real, zero-broadening, emission-only part of the Fan-Migdal expression on a finite mesh. Phonon absorption at finite temperature and transitions involving occupied bands can put poles below $e$, which violates `hd`; a continuum of final states, an imaginary part and a static Debye-Waller shift are absent. The number $E$ is the root of this second-order model equation, so the bounds concern the model, and no relation to the exact polaron energy is proved here. The rate stated is geometric; the quadratic rate expected of Newton's method is not part of the statements.

```lean
import Mathlib

open Filter Topology

namespace FanMigdalNewton

noncomputable section

variable {ι : Type*} [Fintype ι]

/-- Pole form of the self-energy, `Σ(x) = ∑ g_j² / (x - d_j)`. -/
def selfEnergy (g d : ι → ℝ) (x : ℝ) : ℝ := ∑ j, g j ^ 2 / (x - d j)

/-- The renormalization factor `Z(x) = 1 / (1 - Σ'(x))`. -/
def zFactor (g d : ι → ℝ) (x : ℝ) : ℝ := 1 / (1 - deriv (selfEnergy g d) x)

/-- Real solutions of the quasiparticle equation `x - e - Σ(x) = 0` off the poles. -/
def qpRoots (g d : ι → ℝ) (e : ℝ) : Set ℝ :=
  {x | (∀ j, x ≠ d j) ∧ x - e - selfEnergy g d x = 0}

/-- One Newton step for `x - e - Σ(x) = 0`. -/
def newton (g d : ι → ℝ) (e x : ℝ) : ℝ :=
  x - (x - e - selfEnergy g d x) / (1 - deriv (selfEnergy g d) x)

/-- The Newton iterates started at the bare energy `e`. -/
def newtonSeq (g d : ι → ℝ) (e : ℝ) : ℕ → ℝ
  | 0 => e
  | n + 1 => newton g d e (newtonSeq g d e n)

/-- The linearized quasiparticle energy `e + Σ(e) / (1 - Σ'(e))`. -/
def linearized (g d : ι → ℝ) (e : ℝ) : ℝ :=
  e + selfEnergy g d e / (1 - deriv (selfEnergy g d) e)

/-- Off the poles the self-energy has derivative `-∑ g_j² / (x - d_j)²`. -/
theorem hasDerivAt_selfEnergy (g d : ι → ℝ) {x : ℝ} (hx : ∀ j, x ≠ d j) :
    HasDerivAt (selfEnergy g d) (-∑ j, g j ^ 2 / (x - d j) ^ 2) x := by
  have h : ∀ j ∈ (Finset.univ : Finset ι),
      HasDerivAt (fun y => g j ^ 2 / (y - d j)) (-(g j ^ 2 / (x - d j) ^ 2)) x := fun j _ =>
    ((hasDerivAt_const x (g j ^ 2)).fun_div ((hasDerivAt_id' x).sub_const (d j))
      (sub_ne_zero.2 (hx j))).congr_deriv (by ring)
  exact (HasDerivAt.fun_sum h).congr_deriv (by simp [Finset.sum_neg_distrib])

variable [Nonempty ι] {g d : ι → ℝ}

/-- With nonzero couplings, the self-energy is strictly decreasing below all poles. -/
theorem selfEnergy_lt (hg : ∀ j, g j ≠ 0) {x y : ℝ} (hxy : x < y) (hy : ∀ j, y < d j) :
    selfEnergy g d y < selfEnergy g d x := by
  refine Finset.sum_lt_sum_of_nonempty Finset.univ_nonempty fun j _ => ?_
  have hb : y - d j < 0 := sub_neg.2 (hy j)
  have ha : x - d j < 0 := by linarith
  have hgj := hg j
  have hc : 0 < g j ^ 2 := by positivity
  rw [← sub_pos, div_sub_div _ _ ha.ne hb.ne]
  refine div_pos ?_ (mul_pos_of_neg_of_neg ha hb)
  nlinarith [mul_pos hc (sub_pos.2 hxy)]

/-- With nonzero couplings, at a point `y` below all poles the self-energy lies strictly under its
tangent line at any other regular point `x`. -/
theorem selfEnergy_lt_tangent (hg : ∀ j, g j ≠ 0) {x y : ℝ} (hxy : x ≠ y)
    (hx : ∀ j, x ≠ d j) (hy : ∀ j, y < d j) :
    selfEnergy g d y < selfEnergy g d x + deriv (selfEnergy g d) x * (y - x) := by
  -- the gap for a single pole is a positive perfect square
  have key : ∀ a b c : ℝ, a ≠ 0 → b < 0 → a - b ≠ 0 → 0 < c →
      c / b < c / a + -(c / a ^ 2) * (b - a) := by
    intro a b c ha hb hab hc
    have hb' := hb.ne
    have h1 : c / a + -(c / a ^ 2) * (b - a) - c / b = c * (a - b) ^ 2 / (a ^ 2 * -b) := by
      field_simp
      ring
    have h2 : 0 < c * (a - b) ^ 2 / (a ^ 2 * -b) :=
      div_pos (mul_pos hc (by positivity)) (mul_pos (by positivity) (neg_pos.2 hb))
    linarith
  have h : ∑ j, g j ^ 2 / (y - d j) <
      ∑ j, (g j ^ 2 / (x - d j) + -(g j ^ 2 / (x - d j) ^ 2) * (y - x)) := by
    refine Finset.sum_lt_sum_of_nonempty Finset.univ_nonempty fun j _ => ?_
    have hgj := hg j
    have := key (x - d j) (y - d j) (g j ^ 2) (sub_ne_zero.2 (hx j)) (sub_neg.2 (hy j))
      (fun h0 => hxy (by linarith)) (by positivity)
    rwa [sub_sub_sub_cancel_right] at this
  rw [Finset.sum_add_distrib, ← Finset.sum_mul, Finset.sum_neg_distrib] at h
  rw [(hasDerivAt_selfEnergy g d hx).deriv]
  exact h

/-- If all couplings are nonzero and all poles lie above `e`, the quasiparticle equation has a
lowest root `E`, and `e + Σ(e) < E < e`. -/
theorem exists_lowest_root (hg : ∀ j, g j ≠ 0) {e : ℝ} (hd : ∀ j, e < d j) :
    ∃ E, IsLeast (qpRoots g d e) E ∧ e + selfEnergy g d e < E ∧ E < e := by
  have hneg : selfEnergy g d e < 0 := by
    have h : ∑ j, g j ^ 2 / (e - d j) < ∑ _j : ι, (0 : ℝ) := by
      refine Finset.sum_lt_sum_of_nonempty Finset.univ_nonempty fun j _ => ?_
      have hgj := hg j
      exact div_neg_of_pos_of_neg (by positivity) (sub_neg.2 (hd j))
    rw [Finset.sum_const_zero] at h
    exact h
  have hlt : e + selfEnergy g d e < e := by linarith
  have hcont : ContinuousOn (fun x => x - e - selfEnergy g d x)
      (Set.Icc (e + selfEnergy g d e) e) := fun x hx =>
    (((hasDerivAt_id' x).sub_const e).fun_sub (hasDerivAt_selfEnergy g d
      fun j => (hx.2.trans_lt (hd j)).ne)).continuousAt.continuousWithinAt
  -- the residual changes sign between `e + Σ(e)` and `e`
  have hm := selfEnergy_lt hg hlt hd
  obtain ⟨E, ⟨h1, h2⟩, h3⟩ := intermediate_value_Ioo hlt.le hcont
    (show (0 : ℝ) ∈ Set.Ioo
      (e + selfEnergy g d e - e - selfEnergy g d (e + selfEnergy g d e))
      (e - e - selfEnergy g d e) from ⟨by linarith, by linarith⟩)
  have h3' : E - e - selfEnergy g d E = 0 := h3
  refine ⟨E, ⟨⟨fun j => (h2.trans (hd j)).ne, h3'⟩, fun y hy => ?_⟩, h1, h2⟩
  -- a smaller root would contradict monotonicity of Σ
  by_contra hlt'
  have hyE : y < E := not_le.1 hlt'
  have h4 := selfEnergy_lt hg hyE fun j => h2.trans (hd j)
  have h5 : y - e - selfEnergy g d y = 0 := hy.2
  linarith

/-- With nonzero couplings and all poles above `e`: from a point `x` with `E < x ≤ e`, where `E`
solves the quasiparticle equation, a Newton step moves down, stays above `E`, and leaves a distance
to `E` of at most `1 - Z(e)` times the old one. -/
theorem newton_step (hg : ∀ j, g j ≠ 0) {e E x : ℝ} (hd : ∀ j, e < d j)
    (hE : E - e - selfEnergy g d E = 0) (hEx : E < x) (hxe : x ≤ e) :
    E < newton g d e x ∧ newton g d e x < x ∧
      newton g d e x - E ≤ (1 - zFactor g d e) * (x - E) := by
  have hx : ∀ j, x < d j := fun j => hxe.trans_lt (hd j)
  have dx := (hasDerivAt_selfEnergy g d fun j => (hx j).ne).deriv
  have de := (hasDerivAt_selfEnergy g d fun j => (hd j).ne).deriv
  have h0 : deriv (selfEnergy g d) x ≤ 0 := by
    rw [dx]
    exact neg_nonpos.2 (Finset.sum_nonneg fun j _ => by positivity)
  -- the slope is steepest at `e`
  have h1 : deriv (selfEnergy g d) e ≤ deriv (selfEnergy g d) x := by
    rw [dx, de]
    refine neg_le_neg (Finset.sum_le_sum fun j _ => ?_)
    have hj := hd j
    have hne : e - d j ≠ 0 := sub_ne_zero.2 hj.ne
    refine div_le_div_of_nonneg_left (sq_nonneg _) (by positivity) ?_
    nlinarith [mul_nonneg (sub_nonneg.2 hxe) (show 0 ≤ 2 * d j - x - e by linarith)]
  have hD : 0 < 1 - deriv (selfEnergy g d) x := by linarith
  have hDe : 0 < 1 - deriv (selfEnergy g d) e := by linarith
  have hm := selfEnergy_lt hg hEx hx
  have hf : x - E < x - e - selfEnergy g d x := by linarith
  have hf0 : 0 < x - e - selfEnergy g d x := by linarith
  -- no overshoot, by the tangent inequality
  have ht := selfEnergy_lt_tangent hg hEx.ne' (fun j => (hx j).ne) fun j => hEx.trans (hx j)
  have a1 : (x - e - selfEnergy g d x) / (1 - deriv (selfEnergy g d) x) < x - E := by
    rw [div_lt_iff₀ hD]
    nlinarith
  have a2 := div_pos hf0 hD
  have a3 : (x - E) / (1 - deriv (selfEnergy g d) e) ≤
      (x - e - selfEnergy g d x) / (1 - deriv (selfEnergy g d) x) := by
    rw [div_le_div_iff₀ hDe hD]
    exact mul_le_mul hf.le (by linarith) hD.le hf0.le
  have a4 : (1 - 1 / (1 - deriv (selfEnergy g d) e)) * (x - E) =
      (x - E) - (x - E) / (1 - deriv (selfEnergy g d) e) := by ring
  unfold newton zFactor
  exact ⟨by linarith, by linarith, by linarith⟩

/-- With nonzero couplings and all poles above `e`, the Newton iterates started at `e`
decrease strictly, stay above the lowest root `E`, satisfy
`x_n - E ≤ (1 - Z(e))^n (e - E)`, and converge to `E`. -/
theorem newtonSeq_decreases_to_lowest_root (hg : ∀ j, g j ≠ 0) {e E : ℝ}
    (hd : ∀ j, e < d j) (hE : IsLeast (qpRoots g d e) E) :
    StrictAnti (newtonSeq g d e) ∧ (∀ n, E < newtonSeq g d e n) ∧
      (∀ n, newtonSeq g d e n - E ≤ (1 - zFactor g d e) ^ n * (e - E)) ∧
      Tendsto (newtonSeq g d e) atTop (𝓝 E) := by
  obtain ⟨E', hE', -, hEe⟩ := exists_lowest_root hg hd
  rw [hE'.unique hE] at hEe
  have hr : E - e - selfEnergy g d E = 0 := hE.1.2
  have h0 : deriv (selfEnergy g d) e ≤ 0 := by
    rw [(hasDerivAt_selfEnergy g d fun j => (hd j).ne).deriv]
    exact neg_nonpos.2 (Finset.sum_nonneg fun j _ => by positivity)
  have hD : 0 < 1 - deriv (selfEnergy g d) e := by linarith
  have hZ0 : 0 < zFactor g d e := one_div_pos.2 hD
  have hZ1 : zFactor g d e ≤ 1 := by
    unfold zFactor
    rw [div_le_iff₀ hD]
    linarith
  have hq : 0 ≤ 1 - zFactor g d e := by linarith
  have hind : ∀ n, E < newtonSeq g d e n ∧ newtonSeq g d e n ≤ e ∧
      newtonSeq g d e n - E ≤ (1 - zFactor g d e) ^ n * (e - E) := by
    intro n
    induction n with
    | zero => exact ⟨hEe, le_rfl, by simp [newtonSeq]⟩
    | succ n ih =>
      obtain ⟨a, b, c⟩ := newton_step hg hd hr ih.1 ih.2.1
      refine ⟨a, b.le.trans ih.2.1, ?_⟩
      calc newtonSeq g d e (n + 1) - E
          ≤ (1 - zFactor g d e) * (newtonSeq g d e n - E) := c
        _ ≤ (1 - zFactor g d e) * ((1 - zFactor g d e) ^ n * (e - E)) :=
          mul_le_mul_of_nonneg_left ih.2.2 hq
        _ = (1 - zFactor g d e) ^ (n + 1) * (e - E) := by ring
  refine ⟨strictAnti_nat_of_succ_lt fun n =>
    (newton_step hg hd hr (hind n).1 (hind n).2.1).2.1, fun n => (hind n).1,
    fun n => (hind n).2.2, ?_⟩
  -- squeeze between `E` and the geometric bound
  have hlim := ((tendsto_pow_atTop_nhds_zero_of_lt_one hq
    (by linarith)).mul_const (e - E)).const_add E
  rw [zero_mul, add_zero] at hlim
  exact tendsto_of_tendsto_of_tendsto_of_le_of_le tendsto_const_nhds hlim
    (fun n => (hind n).1.le) (fun n => sub_le_iff_le_add'.1 (hind n).2.2)

/-- With nonzero couplings and all poles above `e`, the lowest root `E` lies strictly above `e +
Σ(e)` and strictly below the linearized quasiparticle energy, which in turn lies strictly below `e`.
-/
theorem lowest_root_bracket (hg : ∀ j, g j ≠ 0) {e E : ℝ}
    (hd : ∀ j, e < d j) (hE : IsLeast (qpRoots g d e) E) :
    e + selfEnergy g d e < E ∧ E < linearized g d e ∧ linearized g d e < e := by
  obtain ⟨E', hE', hlow, hEe⟩ := exists_lowest_root hg hd
  rw [hE'.unique hE] at hlow hEe
  -- the linearized energy is the first Newton iterate
  have hlin : linearized g d e = newton g d e e := by
    unfold linearized newton
    ring
  obtain ⟨a, b, -⟩ := newton_step hg hd hE.1.2 hEe le_rfl
  rw [hlin]
  exact ⟨hlow, a, b⟩

end

end FanMigdalNewton
```
```lean
#print axioms FanMigdalNewton.newtonSeq_decreases_to_lowest_root
#print axioms FanMigdalNewton.lowest_root_bracket
```

```
'FanMigdalNewton.newtonSeq_decreases_to_lowest_root' depends on axioms: [propext, Classical.choice, Quot.sound]
'FanMigdalNewton.lowest_root_bracket' depends on axioms: [propext, Classical.choice, Quot.sound]
```

### How the tactics follow the argument

`hasDerivAt_selfEnergy` differentiates one term by the quotient rule (`fun_div`, with $x-d_j\ne0$) and adds the terms with `HasDerivAt.fun_sum`.

`selfEnergy_lt` and `selfEnergy_lt_tangent` both reduce to a single pole through `Finset.sum_lt_sum_of_nonempty`, which is where the nonempty index type makes the inequality strict. In the first, `div_sub_div` puts $c/a-c/b$ over the denominator $ab$, positive as a product of two negatives. In the second, `key` is the one-pole statement in the same letters $a,b,c$: `h1` is the perfect-square identity, verified by `field_simp` and `ring`, and `h2` is its positivity. Only $y$ has to lie below the poles; $x$ is any other regular point.

In `exists_lowest_root`, `hneg` is $\Sigma(e)<0$, `hcont` obtains continuity of $f$ on $[u,e]$ from differentiability, and `hm` is $\Sigma(e)<\Sigma(u)$, which gives the sign change. `intermediate_value_Ioo` returns a root in the open interval. The `by_contra` branch is the argument against a smaller root: `h4` is $\Sigma(E)<\Sigma(y)$, and `linarith` combines it with the two root equations.

`newton_step` collects the three estimates. `hD` and `hDe` make the denominators $f'(x)$ and $f'(e)$ positive, `h1` is $\Sigma'(e)\le\Sigma'(x)$, and `hf` is $x-E<f(x)$. Then `a2` says that the correction $f(x)/f'(x)$ is positive, `a1` that it is smaller than $x-E$ (from the tangent inequality `ht`), and `a3` that it is at least $(x-E)/f'(e)$.

The main theorem first identifies the given $E$ with the constructed one, since least elements are unique (`hE'.unique hE`), and so learns $E<e$. `hZ0` and `hZ1` give $0<Z(e)\le1$. The induction `hind` carries three facts together, $E<x_n$, $x_n\le e$ and the geometric bound, because the first two are the hypotheses of the next step. `strictAnti_nat_of_succ_lt` turns $x_{n+1}<x_n$ into strict decrease, and the last lines squeeze $x_n$ between $E$ and $E+(1-Z(e))^n(e-E)$. In `lowest_root_bracket`, `hlin` shows by `ring` that the linearized energy equals `newton g d e e`, and one use of `newton_step` at $x=e$ finishes.

### The step in a calculation

A code that reports a linearized energy evaluates $\Sigma$ and its slope at the bare energy, forms $Z$, and returns $e+Z\Sigma(e)$. With arrays `g2` for $g_j^2$ and `d` for $d_j$, repeating that step is a short loop:

```python
x = e
for n in range(nmax):
    sigma  = np.sum(g2 / (x - d))
    dsigma = -np.sum(g2 / (x - d)**2)
    x = x - (x - e - sigma) / (1 - dsigma)
```

The first pass gives the linearized value. For an emission-only sum without broadening and with all poles above $e$, every pass in exact arithmetic gives an upper bound on $E$, the on-shell value gives a lower bound, and since $e-E<|\Sigma(e)|$ the error after $n$ passes is at most $(1-Z(e))^n|\Sigma(e)|$, which is known from the first pass. Measured against $E$, the linearization underestimates the size of the downward shift and the on-shell value overestimates it; this does not rank the two against the exact polaron energy. A code that takes the real part of a broadened $\Sigma$ works with a different function, to which these theorems do not apply as stated.

The smallest case shows the ordering; its numbers are plain arithmetic done apart from the Lean file. Take one pole with $e=0$, $d=1$, $g=1$. Then $\Sigma(0)=-1$, $\Sigma'(0)=-1$, $Z(0)=1/2$, and the roots solve $x^2-x-1=0$. The lower one is $E=(1-\sqrt5)/2\approx-0.618$, and the other lies above the pole. The ordering reads $-1<-0.618<-0.5<0$, and the iterates begin $0,\,-1/2,\,-8/13\approx-0.615$.
